# Upper bound on the reflectance of a gain-free multilayer with real Fresnel coefficients

A glass film of index 1.5 in air has two faces, and each reflects an amplitude of modulus 0.2 at normal incidence. If the film thickness brings the two reflections into phase, I get $0.4/1.04\approx0.385$ once all the bounces inside the film are summed, not 0.4. With five such interfaces the bare amplitudes already add up to 1, so plain addition can't be the right ceiling. What is the largest reflectance that a stack of given interfaces can have, and could some clever choice of phases or some absorption in the layers get past it?

## Standing-wave ratios multiply when reflections add in phase

For the film, replace the modulus $r$ of each reflected amplitude by the standing-wave ratio $S(r)=(1+r)/(1-r)$. Each face has $S(0.2)=1.5$, and the in-phase film has $S(0.385)\approx2.25=1.5^2$. For any number of interfaces with real coefficients and no gain in the layers, the product of their ratios is the ceiling on the ratio of the whole stack. Neither phases nor absorption that enters only through the propagation factors can exceed it. Five such interfaces give at most $1.5^5\approx7.59$, a reflectance of about 59%.

Count interfaces from the substrate. Interface $j$ has real coefficient $f_j$, with $|f_j|<1$ because it transmits something. The layer beneath it multiplies the wave by $p_j$ on a round trip, with $|p_j|\le1$ because it does not amplify. Let $x_j$ be the amplitude reflected by the first $j$ interfaces, and $w_j=p_jx_j$. Summing the bounces between interface $j$ and the stack below gives

$$x_{j+1}=f_j+\frac{(1-f_j^2)w_j}{1+f_jw_j}=\frac{f_j+w_j}{1+f_jw_j},\qquad x_0=0.$$

**One interface.** Drop the index and let $|f|,|w|<1$. Then $|fw|<1$, so $1+fw\ne0$. Expanding,

$$|1+fw|^2-|f+w|^2=(1+2f\,\mathrm{Re}\,w+f^2|w|^2)-(f^2+2f\,\mathrm{Re}\,w+|w|^2)=K,$$

where $K=(1-f^2)(1-|w|^2)\ge0$. Since $|1+fw|\le1+|f||w|$,

$$\left|\frac{f+w}{1+fw}\right|^2=1-\frac{K}{|1+fw|^2}\le1-\frac{K}{(1+|f||w|)^2}=\left(\frac{|f|+|w|}{1+|f||w|}\right)^2.$$

The last equality is the same identity applied to $|f|$ and $|w|$. In-phase addition is therefore the worst case.

**The product.** For $a,b\in[0,1)$ put $c=(a+b)/(1+ab)$. Then $1\pm c=(1\pm a)(1\pm b)/(1+ab)$, so $c<1$ and $S(c)=S(a)S(b)$. Also $S(r)=-1+2/(1-r)$ increases for $r<1$.

**The stack.** At the start $S(|x_0|)=S(0)=1$, the empty product. If $|x_j|<1$, then $|w_j|\le|x_j|<1$, hence $|x_{j+1}|<1$ and

$$S(|x_{j+1}|)\le S(|f_j|)\,S(|w_j|)\le S(|f_j|)\,S(|x_j|).$$

Induction gives $S(|x_N|)\le P=\prod_{j<N}S(|f_j|)$. Solving for the modulus gives $|x_N|\le(P-1)/(P+1)$, and squaring bounds the reflectance.

**Equality.** Write $f_j=s_j|f_j|$ with $s_j=\pm1$, and choose $p_j=s_js_{j-1}$ for $j\ge1$; $p_0$ multiplies zero, so take $p_0=1$. If $x_j=s_{j-1}r_j$ with $r_j\ge0$, then $w_j=s_jr_j$ and

$$x_{j+1}=s_j\,\frac{|f_j|+r_j}{1+|f_j|r_j},$$

so the ratios multiply exactly. At normal incidence $p_j=-1$ is a quarter-wave layer and $p_j=1$ a half-wave layer.

**Indices.** For $f=(a-b)/(a+b)$ with $a,b>0$, we have $1+|f|=2\max(a,b)/(a+b)$ and $1-|f|=2\min(a,b)/(a+b)$. Thus $S(|f|)$ is the larger index divided by the smaller.

## What the Lean theorems say about a stack

`addLayer` is one recursion step, `amplitude f p N` is $x_N$, and `standingWaveRatio` is $S$. The type `f : ℕ → ℝ` makes the interface coefficients real, while `p : ℕ → ℂ` allows any phase and loss. $N$ counts interfaces, not layers.

`multilayer_bound` states that every denominator met is nonzero, that $|x_N|<1$, and that the product bound holds. `reflectance_le` is the bound on $|x_N|^2$. `bound_attained` gives one sequence of factors of modulus one that reaches equality for every $N$. In `index_profile_bound`, `n` is the refractive index, `n 0` belongs to the substrate, and `fresnel a b` is the coefficient for light going from index $a$ onto index $b$.

The step left to the physicist is to treat a real coating as this recursion. Absorption makes a medium's index complex, and in general its interface coefficients too, so real $f_j$ with $|p_j|<1$ describes weak absorption approximately.

In transfer-matrix simulations of flat coatings made of isotropic, non-magnetic media with positive real indices, a reflectance at normal incidence that exceeds the bound by more than rounding signals an error. The same recursion describes a single particle in one dimension crossing piecewise constant potentials at an energy above every plateau, with wave numbers in place of indices.

## From the one-interface inequality to the induction

`denominator_ne_zero` takes norms of $fw=-1$ and reaches a contradiction. In `norm_le_in_phase`, `hA` and `hC` are the two uses of the identity, `hK` is $K\ge0$ and `hBD` is the triangle inequality; the fractions are cross-multiplied and compared through their squares. `in_phase_composition` proves the product law from the formulas for $1\pm c$, and `standingWaveRatio_mono` supplies monotonicity.

In `multilayer_bound`, `hprop` is $|w_j|\le|x_j|$, and `key` carries $|x_n|<1$ and the product bound together through the induction. `reflectance_le` solves the result for the modulus.

In `bound_attained`, `hsign` supplies the signs and `key` keeps the amplitude in the form $s_{n-1}r$; `e1`, `e2` and `e3` align the wave, the numerator and the denominator. `fresnel_contrast` splits on which index is larger, and `index_profile_bound` substitutes its result factor by factor.

```lean
import Mathlib

open Finset

namespace MultilayerReflectance

noncomputable section

/-- Reflection amplitude after adding an interface with coefficient `f` above a layer with
round-trip factor `p` on a stack of amplitude `x`; the domain is `1 + f p x ≠ 0`. -/
def addLayer (f : ℝ) (p x : ℂ) : ℂ := (f + p * x) / (1 + f * (p * x))

/-- Reflection amplitude of the stack after `n` interfaces, starting from zero reflection. -/
def amplitude (f : ℕ → ℝ) (p : ℕ → ℂ) : ℕ → ℂ
  | 0 => 0
  | n + 1 => addLayer (f n) (p n) (amplitude f p n)

/-- Standing-wave ratio `(1 + r) / (1 - r)` of a reflection of modulus `r`, for `r ≠ 1`. -/
def standingWaveRatio (r : ℝ) : ℝ := (1 + r) / (1 - r)

/-- Fresnel coefficient at normal incidence from index `a` onto index `b`, for `a + b ≠ 0`. -/
def fresnel (a b : ℝ) : ℝ := (a - b) / (a + b)

/-- The standing-wave ratio does not decrease with the reflection modulus below one. -/
theorem standingWaveRatio_mono {a b : ℝ} (hab : a ≤ b) (hb : b < 1) :
    standingWaveRatio a ≤ standingWaveRatio b := by
  unfold standingWaveRatio
  rw [div_le_div_iff₀ (by linarith) (by linarith)]
  nlinarith

/-- Two reflection moduli in `[0, 1)` that add in phase give a modulus in `[0, 1)`, and their
standing-wave ratios multiply. -/
theorem in_phase_composition {a b : ℝ} (ha : 0 ≤ a) (ha1 : a < 1) (hb : 0 ≤ b) (hb1 : b < 1) :
    0 ≤ (a + b) / (1 + a * b) ∧ (a + b) / (1 + a * b) < 1 ∧
      standingWaveRatio ((a + b) / (1 + a * b)) =
        standingWaveRatio a * standingWaveRatio b := by
  have hD : 0 < 1 + a * b := by positivity
  have hne := hD.ne'
  refine ⟨by positivity, ?_, ?_⟩
  · rw [div_lt_one hD]
    nlinarith [mul_pos (sub_pos.2 ha1) (sub_pos.2 hb1)]
  · have h1 : 1 + (a + b) / (1 + a * b) = (1 + a) * (1 + b) / (1 + a * b) := by
      rw [eq_div_iff hne, add_mul, div_mul_cancel₀ _ hne]; ring
    have h2 : 1 - (a + b) / (1 + a * b) = (1 - a) * (1 - b) / (1 + a * b) := by
      rw [eq_div_iff hne, sub_mul, div_mul_cancel₀ _ hne]; ring
    unfold standingWaveRatio
    rw [h1, h2, div_div_div_cancel_right₀ hne, mul_div_mul_comm]

/-- The multiple-reflection denominator does not vanish when both reflections have modulus
below one. -/
theorem denominator_ne_zero {f : ℝ} {w : ℂ} (hf : |f| < 1) (hw : ‖w‖ < 1) :
    1 + (f : ℂ) * w ≠ 0 := by
  intro h
  have h1 : (f : ℂ) * w = -1 := by linear_combination h
  have h2 : |f| * ‖w‖ = 1 := by
    rw [← Real.norm_eq_abs, ← Complex.norm_real, ← norm_mul, h1, norm_neg, norm_one]
  nlinarith [abs_nonneg f, norm_nonneg w]

/-- For reflections of modulus below one, the combined modulus is at most its value when the
two reflections add in phase. -/
theorem norm_le_in_phase {f : ℝ} {w : ℂ} (hf : |f| < 1) (hw : ‖w‖ < 1) :
    ‖((f : ℂ) + w) / (1 + f * w)‖ ≤ (|f| + ‖w‖) / (1 + |f| * ‖w‖) := by
  have hB : 0 < ‖1 + (f : ℂ) * w‖ := norm_pos_iff.2 (denominator_ne_zero hf hw)
  have hD : 0 < 1 + |f| * ‖w‖ := by positivity
  have hBD : ‖1 + (f : ℂ) * w‖ ≤ 1 + |f| * ‖w‖ := by
    have h := norm_add_le (1 : ℂ) (f * w)
    rwa [norm_one, norm_mul, Complex.norm_real, Real.norm_eq_abs] at h
  have hsq := pow_le_pow_left₀ hB.le hBD 2
  have hK : 0 ≤ (1 - f ^ 2) * (1 - ‖w‖ ^ 2) := by
    apply mul_nonneg
    · nlinarith [sq_abs f, abs_nonneg f]
    · nlinarith [norm_nonneg w]
  -- the squares of numerator and denominator differ by the same amount in both fractions
  have hA : ‖(f : ℂ) + w‖ ^ 2 =
      ‖1 + (f : ℂ) * w‖ ^ 2 - (1 - f ^ 2) * (1 - ‖w‖ ^ 2) := by
    simp only [Complex.sq_norm, Complex.normSq_apply, Complex.add_re, Complex.add_im,
      Complex.mul_re, Complex.mul_im, Complex.ofReal_re, Complex.ofReal_im,
      Complex.one_re, Complex.one_im]
    ring
  have hC : (|f| + ‖w‖) ^ 2 =
      (1 + |f| * ‖w‖) ^ 2 - (1 - f ^ 2) * (1 - ‖w‖ ^ 2) := by
    rw [← sq_abs f]; ring
  rw [norm_div, div_le_div_iff₀ hB hD]
  refine le_trans (le_abs_self _) (abs_le_of_sq_le_sq ?_ (by positivity))
  rw [mul_pow, mul_pow, hA, hC]
  nlinarith [mul_le_mul_of_nonneg_left hsq hK]

/-- For interfaces with `|f j| < 1` and layers without gain, all denominators are nonzero, the
stack reflects with modulus below one, and its standing-wave ratio is at most the product of
those of its interfaces. -/
theorem multilayer_bound (f : ℕ → ℝ) (p : ℕ → ℂ) (N : ℕ)
    (hf : ∀ j < N, |f j| < 1) (hp : ∀ j < N, ‖p j‖ ≤ 1) :
    (∀ j < N, 1 + (f j : ℂ) * (p j * amplitude f p j) ≠ 0) ∧
      ‖amplitude f p N‖ < 1 ∧
      standingWaveRatio ‖amplitude f p N‖ ≤ ∏ j ∈ range N, standingWaveRatio |f j| := by
  -- propagation through a layer without gain does not increase the modulus
  have hprop : ∀ j < N, ‖p j * amplitude f p j‖ ≤ ‖amplitude f p j‖ := by
    intro j hj
    rw [norm_mul]
    exact mul_le_of_le_one_left (norm_nonneg _) (hp j hj)
  have key : ∀ n ≤ N, ‖amplitude f p n‖ < 1 ∧
      standingWaveRatio ‖amplitude f p n‖ ≤ ∏ j ∈ range n, standingWaveRatio |f j| := by
    intro n
    induction n with
    | zero => intro _; simp [amplitude, standingWaveRatio]
    | succ n ih =>
      intro hn
      obtain ⟨h1, h2⟩ := ih (by omega)
      have hfn := hf n (by omega)
      have hw := hprop n (by omega)
      have hw1 := lt_of_le_of_lt hw h1
      obtain ⟨_, hc1, hc⟩ := in_phase_composition (abs_nonneg (f n)) hfn (norm_nonneg _) hw1
      have hle : ‖amplitude f p (n + 1)‖ ≤ _ := norm_le_in_phase hfn hw1
      have hS : 0 ≤ standingWaveRatio |f n| :=
        div_nonneg (by positivity) (by linarith)
      refine ⟨lt_of_le_of_lt hle hc1, ?_⟩
      rw [prod_range_succ, mul_comm]
      refine (standingWaveRatio_mono hle hc1).trans ?_
      rw [hc]
      exact mul_le_mul_of_nonneg_left ((standingWaveRatio_mono hw h1).trans h2) hS
  exact ⟨fun j hj => denominator_ne_zero (hf j hj)
    (lt_of_le_of_lt (hprop j hj) (key j hj.le).1), key N le_rfl⟩

/-- With `P` the product of the interface standing-wave ratios, the reflectance of a stack with
`|f j| < 1` and no gain is at most `((P - 1) / (P + 1))²`. -/
theorem reflectance_le (f : ℕ → ℝ) (p : ℕ → ℂ) (N : ℕ)
    (hf : ∀ j < N, |f j| < 1) (hp : ∀ j < N, ‖p j‖ ≤ 1) :
    ‖amplitude f p N‖ ^ 2 ≤
      (((∏ j ∈ range N, standingWaveRatio |f j|) - 1) /
        ((∏ j ∈ range N, standingWaveRatio |f j|) + 1)) ^ 2 := by
  obtain ⟨_, h1, h2⟩ := multilayer_bound f p N hf hp
  have h0 := norm_nonneg (amplitude f p N)
  have hP : 0 ≤ ∏ j ∈ range N, standingWaveRatio |f j| :=
    le_trans (div_nonneg (by linarith) (by linarith)) h2
  unfold standingWaveRatio at h2 hP ⊢
  rw [div_le_iff₀ (by linarith)] at h2
  refine pow_le_pow_left₀ h0 ?_ 2
  rw [le_div_iff₀ (by linarith)]
  linarith

/-- For any interfaces with `|f j| < 1` there are lossless round-trip factors for which the
bound is an equality at every number of interfaces. -/
theorem bound_attained (f : ℕ → ℝ) (hf : ∀ j, |f j| < 1) :
    ∃ p : ℕ → ℂ, (∀ j, ‖p j‖ = 1) ∧ ∀ N,
      standingWaveRatio ‖amplitude f p N‖ = ∏ j ∈ range N, standingWaveRatio |f j| := by
  have hsign : ∀ t : ℝ, ∃ s : ℝ, |s| = 1 ∧ t = s * |t| := by
    intro t
    rcases le_total 0 t with h | h
    · exact ⟨1, by norm_num, by rw [abs_of_nonneg h]; ring⟩
    · exact ⟨-1, by norm_num, by rw [abs_of_nonpos h]; ring⟩
  choose s hs ht using hsign
  have hss : ∀ t, s t * s t = 1 := fun t => by rw [← abs_mul_abs_self, hs]; norm_num
  -- each layer aligns the wave from below with the reflection at the next interface
  obtain ⟨p, hp⟩ : ∃ p : ℕ → ℂ, ∀ j, p j = ((s (f j) * s (f (j - 1)) : ℝ) : ℂ) :=
    ⟨_, fun _ => rfl⟩
  have key : ∀ n, ∃ r : ℝ, 0 ≤ r ∧ r < 1 ∧
      amplitude f p n = ((s (f (n - 1)) * r : ℝ) : ℂ) ∧
      standingWaveRatio r = ∏ j ∈ range n, standingWaveRatio |f j| := by
    intro n
    induction n with
    | zero => exact ⟨0, le_rfl, one_pos, by simp [amplitude], by simp [standingWaveRatio]⟩
    | succ n ih =>
      obtain ⟨r, h0, h1, hx, hr⟩ := ih
      obtain ⟨c0, c1, hc⟩ := in_phase_composition (abs_nonneg (f n)) (hf n) h0 h1
      have e1 : p n * amplitude f p n = ((s (f n) * r : ℝ) : ℂ) := by
        rw [hp, hx, ← Complex.ofReal_mul]
        congr 1
        linear_combination (s (f n) * r) * hss (f (n - 1))
      have e2 : f n + s (f n) * r = s (f n) * (|f n| + r) := by
        linear_combination ht (f n)
      have e3 : 1 + f n * (s (f n) * r) = 1 + |f n| * r := by
        linear_combination (s (f n) * r) * ht (f n) + (|f n| * r) * hss (f n)
      refine ⟨_, c0, c1, ?_, by rw [hc, hr, prod_range_succ, mul_comm]⟩
      change ((f n : ℂ) + p n * amplitude f p n) / (1 + f n * (p n * amplitude f p n)) =
        ((s (f n) * ((|f n| + r) / (1 + |f n| * r)) : ℝ) : ℂ)
      rw [e1, ← mul_div_assoc, ← e2, ← e3]
      push_cast
      rfl
  refine ⟨p, fun j => ?_, fun N => ?_⟩
  · rw [hp, Complex.norm_real, Real.norm_eq_abs, abs_mul, hs, hs, one_mul]
  · obtain ⟨r, h0, _, hx, hr⟩ := key N
    rw [hx, Complex.norm_real, Real.norm_eq_abs, abs_mul, hs, one_mul, abs_of_nonneg h0, hr]

/-- Between media of positive indices the Fresnel coefficient has modulus below one, and its
standing-wave ratio is the larger index divided by the smaller. -/
theorem fresnel_contrast {a b : ℝ} (ha : 0 < a) (hb : 0 < b) :
    |fresnel a b| < 1 ∧ standingWaveRatio |fresnel a b| = max a b / min a b := by
  have hab : 0 < a + b := add_pos ha hb
  have hne := hab.ne'
  unfold fresnel standingWaveRatio
  rw [abs_div, abs_of_pos hab]
  constructor
  · rw [div_lt_one hab, abs_lt]
    constructor <;> linarith
  · have h1 : 1 + |a - b| / (a + b) = 2 * max a b / (a + b) := by
      rw [eq_div_iff hne, add_mul, div_mul_cancel₀ _ hne]
      rcases le_total a b with h | h
      · rw [max_eq_right h, abs_of_nonpos (by linarith)]; ring
      · rw [max_eq_left h, abs_of_nonneg (by linarith)]; ring
    have h2 : 1 - |a - b| / (a + b) = 2 * min a b / (a + b) := by
      rw [eq_div_iff hne, sub_mul, div_mul_cancel₀ _ hne]
      rcases le_total a b with h | h
      · rw [min_eq_left h, abs_of_nonpos (by linarith)]; ring
      · rw [min_eq_right h, abs_of_nonneg (by linarith)]; ring
    rw [h1, h2, div_div_div_cancel_right₀ hne, mul_div_mul_left _ _ two_ne_zero]

/-- For positive indices `n 0, n 1, …` counted from the substrate and layers without gain, the
standing-wave ratio at normal incidence is at most the product of the ratios of neighbouring
indices, each taken as the larger over the smaller. -/
theorem index_profile_bound (n : ℕ → ℝ) (hn : ∀ j, 0 < n j) (p : ℕ → ℂ) (N : ℕ)
    (hp : ∀ j < N, ‖p j‖ ≤ 1) :
    standingWaveRatio ‖amplitude (fun j => fresnel (n (j + 1)) (n j)) p N‖ ≤
      ∏ j ∈ range N, max (n (j + 1)) (n j) / min (n (j + 1)) (n j) := by
  refine (multilayer_bound _ p N
    (fun j _ => (fresnel_contrast (hn (j + 1)) (hn j)).1) hp).2.2.trans (le_of_eq ?_)
  exact prod_congr rfl fun j _ => (fresnel_contrast (hn (j + 1)) (hn j)).2

end

end MultilayerReflectance
```

```lean
#print axioms MultilayerReflectance.multilayer_bound
#print axioms MultilayerReflectance.reflectance_le
#print axioms MultilayerReflectance.bound_attained
#print axioms MultilayerReflectance.index_profile_bound
```

```
'MultilayerReflectance.multilayer_bound' depends on axioms: [propext, Classical.choice, Quot.sound]
'MultilayerReflectance.reflectance_le' depends on axioms: [propext, Classical.choice, Quot.sound]
'MultilayerReflectance.bound_attained' depends on axioms: [propext, Classical.choice, Quot.sound]
'MultilayerReflectance.index_profile_bound' depends on axioms: [propext, Classical.choice, Quot.sound]
```
